# Josephson current and phase equations from the linear two-mode model

A code that evolves two linearly coupled, non-interacting condensate modes can work with complex amplitudes $\psi_1,\psi_2$ or with densities $n_1,n_2$ and a relative phase $\varphi$. If the conversion between the two carries a wrong sign or factor in the coupling term of the phase equation, the usual checks can pass anyway: the total density $n_1+n_2$ is still conserved, and the coupling term of the phase equation vanishes whenever $n_1=n_2$. The code then integrates a different dynamical system from the amplitude equations it claims to solve. The result below fixes the conversion, signs included, at every instant where both densities are positive nearby and both phases are differentiable.

## Current, phase and energy relations

The amplitudes obey, with a prime for the time derivative,
$$i\hbar\psi_1' = \tfrac{qV}{2}\psi_1 + K\psi_2,\qquad i\hbar\psi_2' = -\tfrac{qV}{2}\psi_2 + K\psi_1 .$$
Here $q$ is the charge of the tunnelling carrier (a pair, in a superconducting junction) and $V$ the voltage, so $qV$ is the energy of mode 1 minus that of mode 2, with the zero of energy midway. The real constant $K$ is a postulated tunnelling matrix element across the barrier. Write $\psi_j=\sqrt{n_j}\,e^{i\theta_j}$ with phases $\theta_j$, and set $\varphi=\theta_2-\theta_1$. For $\hbar\neq0$,
$$n_1'=-n_2'=\frac{2K}{\hbar}\sqrt{n_1n_2}\,\sin\varphi,\qquad \hbar\varphi' = qV+K\,\frac{(n_2-n_1)\cos\varphi}{\sqrt{n_1n_2}} .$$
At an instant with $n_1=n_2$ the second relation reduces to $\varphi'=qV/\hbar$. The energy
$$E=\tfrac{qV}{2}(n_1-n_2)+2K\sqrt{n_1n_2}\cos\varphi$$
has zero time derivative when $V$ in it is held fixed.

## Integrators in density and phase variables

A solver for a non-interacting two-mode junction or double well relies on these relations when it integrates $(n_1,n_2,\varphi)$ directly, and when it reports $n_1'$ as a particle current computed from amplitudes. The same algebra describes any two-level quantum system with a real off-diagonal element, where, with the zero of energy midway between the diagonal elements, $E$ is the expectation value of the $2\times2$ Hamiltonian, normalised when $n_1+n_2=1$.

Two checks come with the result. One is the drift of $E$ at constant $V$. The other is an exact solution for $\hbar=K=1$, $V=0$ and $0<t<\pi/2$: $n_1=\sin^2t$, $n_2=\cos^2t$, $\theta_1=0$, $\theta_2=\pi/2$, with $n_1+n_2=1$. Since $\cos\varphi=0$ along it, this solution tests the current and leaves the coupling term of the phase equation untested. Monitoring $E$ along this same solution does not help; the drift of $E$ tests that term on runs where $n_1\neq n_2$ and $\sin\varphi\cos\varphi\neq0$.

## Cancelling the phase and separating real and imaginary parts

For one mode $\psi=\sqrt n\,e^{i\theta}$ with $n>0$, the product and chain rules give
$$\psi'=\Big(\frac{n'}{2\sqrt n}+i\sqrt n\,\theta'\Big)e^{i\theta}.$$
Let the mode have energy $U$ and a partner $\chi=\sqrt m\,e^{i\eta}$ with density $m$ and phase $\eta$, so that $i\hbar\psi'=U\psi+K\chi$. With $\delta=\eta-\theta$ the partner is $\chi=\sqrt m(\cos\delta+i\sin\delta)e^{i\theta}$. Moving everything to the left,
$$\Big[\big(-\hbar\sqrt n\,\theta'-U\sqrt n-K\sqrt m\cos\delta\big)+i\Big(\frac{\hbar n'}{2\sqrt n}-K\sqrt m\sin\delta\Big)\Big]e^{i\theta}=0 .$$
The exponential never vanishes, so both brackets are zero. Multiplying the imaginary part by $2\sqrt n$ and the real part by $-1/\sqrt n$,
$$\hbar n'=2K\sqrt n\sqrt m\,\sin\delta,\qquad \hbar\theta'=-U-K\frac{\sqrt m}{\sqrt n}\cos\delta ,$$
and each step reverses. Mode 1 has $U=qV/2$, $\delta=\varphi$. Mode 2 has $U=-qV/2$, $\delta=-\varphi$, which flips the sine and keeps the cosine:
$$\hbar n_1'=-\hbar n_2'=2K\sqrt{n_1n_2}\sin\varphi,$$
$$\hbar\theta_1'=-\tfrac{qV}{2}-K\tfrac{\sqrt{n_2}}{\sqrt{n_1}}\cos\varphi,\qquad \hbar\theta_2'=\tfrac{qV}{2}-K\tfrac{\sqrt{n_1}}{\sqrt{n_2}}\cos\varphi .$$
Subtracting the phase equations gives $\hbar\varphi'=qV+K\cos\varphi\,\big(\sqrt{n_2}/\sqrt{n_1}-\sqrt{n_1}/\sqrt{n_2}\big)$, and the bracket equals $(n_2-n_1)/\sqrt{n_1n_2}$.

For the energy put $S=\sqrt{n_1n_2}$ and $J=n_1'=2KS\sin\varphi/\hbar$. Then $S'=(n_1'n_2+n_1n_2')/2S=J(n_2-n_1)/2S$, and
$$E'=qVJ+2KS'\cos\varphi-2KS\sin\varphi\,\varphi' = qVJ+\frac{KJ(n_2-n_1)\cos\varphi}{S}-J\,\hbar\varphi'=0 .$$

## The Lean definitions, theorems and tactic steps

```lean
import Mathlib

open Complex Filter Topology

namespace JosephsonTwoMode

noncomputable section

/-- Condensate amplitude `√n exp(iθ)` with density `n` and phase `θ`. -/
def polar (n θ : ℝ) : ℂ := ((√n : ℝ) : ℂ) * cexp (θ * I)

/-- The amplitudes are differentiable at time `t` and satisfy
`iħψ₁' = (qV/2)ψ₁ + Kψ₂` and `iħψ₂' = -(qV/2)ψ₂ + Kψ₁` there. -/
def TwoModeEq (hbar q V K : ℝ) (ψ₁ ψ₂ : ℝ → ℂ) (t : ℝ) : Prop :=
  ∃ d₁ d₂ : ℂ, HasDerivAt ψ₁ d₁ t ∧ HasDerivAt ψ₂ d₂ t ∧
    I * hbar * d₁ = ((q * V / 2 : ℝ) : ℂ) * ψ₁ t + K * ψ₂ t ∧
    I * hbar * d₂ = ((-(q * V / 2) : ℝ) : ℂ) * ψ₂ t + K * ψ₁ t

/-- Junction energy `(qV/2)(n₁ - n₂) + 2K √(n₁n₂) cos φ`. -/
def energy (q V K n₁ n₂ φ : ℝ) : ℝ :=
  q * V / 2 * (n₁ - n₂) + 2 * K * √(n₁ * n₂) * Real.cos φ

/-- The time derivative of `√n exp(iθ)` is `(n'/(2√n) + i √n θ') exp(iθ)` where `n > 0`. -/
theorem hasDerivAt_polar {n θ : ℝ → ℝ} {n' θ' t : ℝ} (hn : HasDerivAt n n' t)
    (hθ : HasDerivAt θ θ' t) (hpos : 0 < n t) :
    HasDerivAt (fun s => polar (n s) (θ s))
      ((((n' / (2 * √(n t)) : ℝ) : ℂ) + ((√(n t) * θ' : ℝ) : ℂ) * I) * cexp (θ t * I)) t := by
  have h1 := (hn.sqrt hpos.ne').ofReal_comp
  have h2 := (hθ.ofReal_comp.mul_const I).cexp
  unfold polar
  refine (h1.fun_mul h2).congr_deriv ?_
  push_cast
  ring

/-- If the amplitude `√n exp(iθ)` is differentiable at `t` and `n > 0` near `t`,
then the density `n` is differentiable at `t`. -/
theorem density_differentiable {n θ : ℝ → ℝ} {d : ℂ} {t : ℝ}
    (hψ : HasDerivAt (fun s => polar (n s) (θ s)) d t) (hpos : ∀ᶠ s in 𝓝 t, 0 < n s) :
    DifferentiableAt ℝ n t := by
  have h : DifferentiableAt ℝ (fun s => ‖polar (n s) (θ s)‖ ^ 2) t :=
    hψ.norm_sq.differentiableAt
  refine h.congr_of_eventuallyEq ?_
  -- n = |ψ|² near t
  filter_upwards [hpos] with s hs
  rw [polar, norm_mul, Complex.norm_exp_ofReal_mul_I, mul_one, Complex.norm_real,
    Real.norm_eq_abs, sq_abs, Real.sq_sqrt hs.le]

/-- For a mode `(n, θ)` of energy `U` coupled by `K` to a mode `(m, η)`, the complex equation
`iħψ' = Uψ + Kχ` is equivalent to one real equation for `n'` and one for `θ'`. -/
theorem mode_iff (hbar U K n' θ' θ m η : ℝ) {n : ℝ} (hn : 0 < n) :
    I * hbar * ((((n' / (2 * √n) : ℝ) : ℂ) + ((√n * θ' : ℝ) : ℂ) * I) * cexp (θ * I))
        = U * polar n θ + K * polar m η ↔
      hbar * n' = 2 * K * (√n * √m) * Real.sin (η - θ) ∧
      hbar * θ' = -U - K * (√m / √n) * Real.cos (η - θ) := by
  have hE : cexp (θ * I) ≠ 0 := Complex.exp_ne_zero _
  have hai : √n * (√n)⁻¹ = 1 := mul_inv_cancel₀ (Real.sqrt_pos.2 hn).ne'
  -- factor the phase exp(iθ) out of the partner amplitude
  have hm : polar m η = ((√m : ℝ) : ℂ) *
      (((Real.cos (η - θ) : ℝ) : ℂ) + ((Real.sin (η - θ) : ℝ) : ℂ) * I) * cexp (θ * I) := by
    rw [polar, Complex.ofReal_cos, Complex.ofReal_sin, ← Complex.exp_mul_I, mul_assoc,
      ← Complex.exp_add]
    congr 2
    push_cast
    ring
  have e1 : ∀ (x y a b c s : ℝ) (E : ℂ),
      I * hbar * (((x : ℂ) + (y : ℂ) * I) * E)
        - (U * ((a : ℂ) * E) + K * ((b : ℂ) * ((c : ℂ) + (s : ℂ) * I) * E))
      = (((-(hbar * y) - U * a - K * b * c : ℝ) : ℂ)
          + ((hbar * x - K * b * s : ℝ) : ℂ) * I) * E := by
    intro x y a b c s E
    push_cast
    linear_combination ((hbar : ℂ) * y * E) * I_mul_I
  have e2 : ∀ p r : ℝ, ((p : ℂ) + (r : ℂ) * I = 0) ↔ p = 0 ∧ r = 0 := by
    intro p r
    simp [Complex.ext_iff]
  -- cancel exp(iθ) and split into real and imaginary parts
  rw [hm, polar, ← sub_eq_zero, e1, mul_eq_zero, or_iff_left hE, e2]
  constructor
  · rintro ⟨h1, h2⟩
    exact ⟨by linear_combination 2 * √n * h2 - hbar * n' * hai,
      by linear_combination (-(√n)⁻¹) * h1 - (hbar * θ' + U) * hai⟩
  · rintro ⟨h1, h2⟩
    exact ⟨by linear_combination (-√n) * h2 + K * √m * Real.cos (η - θ) * hai,
      by linear_combination ((√n)⁻¹ / 2) * h1 + K * √m * Real.sin (η - θ) * hai⟩

/-- For differentiable positive densities and differentiable phases, the two-mode equations
hold exactly when four real equations for `n₁'`, `n₂'`, `θ₁'`, `θ₂'` hold. -/
theorem two_mode_iff (hbar q V K : ℝ) {n₁ n₂ θ₁ θ₂ : ℝ → ℝ} {n₁' n₂' θ₁' θ₂' t : ℝ}
    (N₁ : HasDerivAt n₁ n₁' t) (N₂ : HasDerivAt n₂ n₂' t)
    (T₁ : HasDerivAt θ₁ θ₁' t) (T₂ : HasDerivAt θ₂ θ₂' t) (p₁ : 0 < n₁ t) (p₂ : 0 < n₂ t) :
    TwoModeEq hbar q V K (fun s => polar (n₁ s) (θ₁ s)) (fun s => polar (n₂ s) (θ₂ s)) t ↔
      hbar * n₁' = 2 * K * √(n₁ t * n₂ t) * Real.sin (θ₂ t - θ₁ t) ∧
      hbar * n₂' = -(2 * K * √(n₁ t * n₂ t) * Real.sin (θ₂ t - θ₁ t)) ∧
      hbar * θ₁' = -(q * V / 2) - K * (√(n₂ t) / √(n₁ t)) * Real.cos (θ₂ t - θ₁ t) ∧
      hbar * θ₂' = q * V / 2 - K * (√(n₁ t) / √(n₂ t)) * Real.cos (θ₂ t - θ₁ t) := by
  have D₁ := hasDerivAt_polar N₁ T₁ p₁
  have D₂ := hasDerivAt_polar N₂ T₂ p₂
  have m₁ := mode_iff hbar (q * V / 2) K n₁' θ₁' (θ₁ t) (n₂ t) (θ₂ t) p₁
  have m₂ := mode_iff hbar (-(q * V / 2)) K n₂' θ₂' (θ₂ t) (n₁ t) (θ₁ t) p₂
  have hs : Real.sin (θ₁ t - θ₂ t) = -Real.sin (θ₂ t - θ₁ t) := by
    rw [← Real.sin_neg, neg_sub]
  have hc : Real.cos (θ₁ t - θ₂ t) = Real.cos (θ₂ t - θ₁ t) := by
    rw [← Real.cos_neg (θ₁ t - θ₂ t), neg_sub]
  rw [hs, hc] at m₂
  rw [Real.sqrt_mul p₁.le]
  constructor
  · rintro ⟨d₁, d₂, h₁, h₂, e₁, e₂⟩
    rw [h₁.unique D₁] at e₁
    rw [h₂.unique D₂] at e₂
    obtain ⟨a, b⟩ := m₁.1 e₁
    obtain ⟨c, d⟩ := m₂.1 e₂
    exact ⟨a, by linear_combination c, b, by linear_combination d⟩
  · rintro ⟨a, c, b, d⟩
    exact ⟨_, _, D₁, D₂, m₁.2 ⟨a, b⟩,
      m₂.2 ⟨by linear_combination c, by linear_combination d⟩⟩

variable {hbar q V K t : ℝ} {n₁ n₂ θ₁ θ₂ : ℝ → ℝ}

/-- Josephson equations: for a solution `ψⱼ = √nⱼ exp(iθⱼ)` and `φ = θ₂ - θ₁`,
`n₁' = -n₂' = (2K/ħ)√(n₁n₂) sin φ` and `φ' = (qV + K(n₂-n₁) cos φ/√(n₁n₂))/ħ`. -/
theorem josephson (hh : hbar ≠ 0) (p₁ : ∀ᶠ s in 𝓝 t, 0 < n₁ s) (p₂ : ∀ᶠ s in 𝓝 t, 0 < n₂ s)
    (T₁ : DifferentiableAt ℝ θ₁ t) (T₂ : DifferentiableAt ℝ θ₂ t)
    (h : TwoModeEq hbar q V K (fun s => polar (n₁ s) (θ₁ s)) (fun s => polar (n₂ s) (θ₂ s)) t) :
    HasDerivAt n₁ (2 * K / hbar * √(n₁ t * n₂ t) * Real.sin (θ₂ t - θ₁ t)) t ∧
    HasDerivAt n₂ (-(2 * K / hbar * √(n₁ t * n₂ t) * Real.sin (θ₂ t - θ₁ t))) t ∧
    HasDerivAt (fun s => θ₂ s - θ₁ s)
      ((q * V + K * (n₂ t - n₁ t) * Real.cos (θ₂ t - θ₁ t) / √(n₁ t * n₂ t)) / hbar) t := by
  obtain ⟨d₁, d₂, h₁, h₂, -, -⟩ := id h
  have N₁ := (density_differentiable h₁ p₁).hasDerivAt
  have N₂ := (density_differentiable h₂ p₂).hasDerivAt
  have q₁ : 0 < n₁ t := p₁.self_of_nhds
  have q₂ : 0 < n₂ t := p₂.self_of_nhds
  obtain ⟨a, c, b, d⟩ := (two_mode_iff hbar q V K N₁ N₂ T₁.hasDerivAt T₂.hasDerivAt q₁ q₂).1 h
  have hi : hbar * hbar⁻¹ = 1 := mul_inv_cancel₀ hh
  have k : ∀ x y : ℝ, 0 < x → 0 < y → y / x - x / y = (y ^ 2 - x ^ 2) / (x * y) := by
    intro x y hx hy
    rw [div_sub_div _ _ hx.ne' hy.ne']
    ring
  -- √n₂/√n₁ - √n₁/√n₂ = (n₂ - n₁)/√(n₁n₂)
  have key := k _ _ (Real.sqrt_pos.2 q₁) (Real.sqrt_pos.2 q₂)
  rw [Real.sq_sqrt q₁.le, Real.sq_sqrt q₂.le, ← Real.sqrt_mul q₁.le] at key
  refine ⟨N₁.congr_deriv ?_, N₂.congr_deriv ?_,
    (T₂.hasDerivAt.fun_sub T₁.hasDerivAt).congr_deriv ?_⟩
  · linear_combination hbar⁻¹ * a - deriv n₁ t * hi
  · linear_combination hbar⁻¹ * c - deriv n₂ t * hi
  · rw [eq_div_iff hh]
    linear_combination d - b + K * Real.cos (θ₂ t - θ₁ t) * key

/-- At an instant where the two densities are equal, the phase difference obeys `φ' = qV/ħ`. -/
theorem voltage_phase_balanced (hh : hbar ≠ 0) (p₁ : ∀ᶠ s in 𝓝 t, 0 < n₁ s)
    (p₂ : ∀ᶠ s in 𝓝 t, 0 < n₂ s) (T₁ : DifferentiableAt ℝ θ₁ t) (T₂ : DifferentiableAt ℝ θ₂ t)
    (h : TwoModeEq hbar q V K (fun s => polar (n₁ s) (θ₁ s)) (fun s => polar (n₂ s) (θ₂ s)) t)
    (hb : n₁ t = n₂ t) : HasDerivAt (fun s => θ₂ s - θ₁ s) (q * V / hbar) t := by
  refine (josephson hh p₁ p₂ T₁ T₂ h).2.2.congr_deriv ?_
  rw [hb, sub_self, mul_zero, zero_mul, zero_div, add_zero]

/-- Along a solution, the junction energy at fixed `V` has zero time derivative. -/
theorem energy_conserved (hh : hbar ≠ 0) (p₁ : ∀ᶠ s in 𝓝 t, 0 < n₁ s)
    (p₂ : ∀ᶠ s in 𝓝 t, 0 < n₂ s) (T₁ : DifferentiableAt ℝ θ₁ t) (T₂ : DifferentiableAt ℝ θ₂ t)
    (h : TwoModeEq hbar q V K (fun s => polar (n₁ s) (θ₁ s)) (fun s => polar (n₂ s) (θ₂ s)) t) :
    HasDerivAt (fun s => energy q V K (n₁ s) (n₂ s) (θ₂ s - θ₁ s)) 0 t := by
  obtain ⟨a, b, c⟩ := josephson hh p₁ p₂ T₁ T₂ h
  have q₁ : 0 < n₁ t := p₁.self_of_nhds
  have q₂ : 0 < n₂ t := p₂.self_of_nhds
  have hS := (a.fun_mul b).sqrt (mul_pos q₁ q₂).ne'
  unfold energy
  refine (((a.fun_sub b).const_mul (q * V / 2)).fun_add
    ((hS.const_mul (2 * K)).fun_mul c.cos)).congr_deriv ?_
  try beta_reduce
  ring

/-- For `ħ = K = 1`, `V = 0` and `0 < t < π/2`, the densities `sin²`, `cos²` are positive near
`t` and, with constant phases `0` and `π/2`, solve the two-mode equations. -/
theorem josephson_witness (q t : ℝ) (h0 : 0 < t) (h1 : t < Real.pi / 2) :
    (∀ᶠ s in 𝓝 t, 0 < Real.sin s ^ 2) ∧ (∀ᶠ s in 𝓝 t, 0 < Real.cos s ^ 2) ∧
    TwoModeEq 1 q 0 1 (fun s => polar (Real.sin s ^ 2) 0)
      (fun s => polar (Real.cos s ^ 2) (Real.pi / 2)) t := by
  have hs : ∀ s ∈ Set.Ioo 0 (Real.pi / 2), 0 < Real.sin s := fun s hs =>
    Real.sin_pos_of_pos_of_lt_pi hs.1 (by linarith [hs.2, Real.pi_pos])
  have hc : ∀ s ∈ Set.Ioo 0 (Real.pi / 2), 0 < Real.cos s := fun s hs =>
    Real.cos_pos_of_mem_Ioo ⟨by linarith [hs.1, Real.pi_pos], hs.2⟩
  have st := hs t ⟨h0, h1⟩
  have ct := hc t ⟨h0, h1⟩
  have N₁ : HasDerivAt (fun s => Real.sin s ^ 2) (2 * Real.sin t * Real.cos t) t :=
    ((Real.hasDerivAt_sin t).fun_pow 2).congr_deriv (by norm_num)
  have N₂ : HasDerivAt (fun s => Real.cos s ^ 2) (2 * Real.cos t * -Real.sin t) t :=
    ((Real.hasDerivAt_cos t).fun_pow 2).congr_deriv (by norm_num)
  have hS : √(Real.sin t ^ 2 * Real.cos t ^ 2) = Real.sin t * Real.cos t := by
    rw [← mul_pow, Real.sqrt_sq (mul_pos st ct).le]
  refine ⟨?_, ?_, (two_mode_iff 1 q 0 1 N₁ N₂ (hasDerivAt_const t (0 : ℝ))
    (hasDerivAt_const t (Real.pi / 2)) (pow_pos st 2) (pow_pos ct 2)).2
    ⟨?_, ?_, by simp, by simp⟩⟩
  · filter_upwards [Ioo_mem_nhds h0 h1] with s h using pow_pos (hs s h) 2
  · filter_upwards [Ioo_mem_nhds h0 h1] with s h using pow_pos (hc s h) 2
  · show 1 * (2 * Real.sin t * Real.cos t)
      = 2 * 1 * √(Real.sin t ^ 2 * Real.cos t ^ 2) * Real.sin (Real.pi / 2 - 0)
    rw [hS, sub_zero, Real.sin_pi_div_two]
    ring
  · show 1 * (2 * Real.cos t * -Real.sin t)
      = -(2 * 1 * √(Real.sin t ^ 2 * Real.cos t ^ 2) * Real.sin (Real.pi / 2 - 0))
    rw [hS, sub_zero, Real.sin_pi_div_two]
    ring

end

end JosephsonTwoMode
```

```lean
#print axioms JosephsonTwoMode.two_mode_iff
-- 'JosephsonTwoMode.two_mode_iff' depends on axioms: [propext, Classical.choice, Quot.sound]
#print axioms JosephsonTwoMode.voltage_phase_balanced
-- 'JosephsonTwoMode.voltage_phase_balanced' depends on axioms: [propext, Classical.choice, Quot.sound]
#print axioms JosephsonTwoMode.energy_conserved
-- 'JosephsonTwoMode.energy_conserved' depends on axioms: [propext, Classical.choice, Quot.sound]
```

`polar n θ` is $\sqrt n\,e^{i\theta}$, and `energy` is $E$. `TwoModeEq hbar q V K ψ₁ ψ₂ t` says that both amplitudes have derivatives `d₁`, `d₂` at the single time `t` and satisfy the two complex equations there. The main theorem `josephson` assumes `hbar ≠ 0`, positivity of each density in a neighbourhood of `t` (`∀ᶠ s in 𝓝 t, 0 < n₁ s`), differentiability of each phase at `t`, and `TwoModeEq` for the polar amplitudes. Its three `HasDerivAt` conclusions say that $n_1$, $n_2$ and `fun s => θ₂ s - θ₁ s` are differentiable at `t` with the values above; the phase equation appears divided by $\hbar$.

`hasDerivAt_polar` is the formula for $\psi'$. `density_differentiable` shows that $n$ inherits differentiability from $\psi$, because $n=|\psi|^2$ near `t`. The proof uses positivity on a neighbourhood to write $n=|\psi|^2$ there, an identity that fails where $n<0$ because Lean's square root of a negative number is zero. The neighbourhood form is a convenience: $|\psi|=\sqrt n$ is continuous at `t`, so positivity at `t` alone would already force positivity nearby, though the file assumes this rather than deriving it.

`mode_iff` is the one-mode computation. In it `hm` factors $e^{i\theta}$ out of the partner, `e1` produces the bracketed form using $i^2=-1$, `hE` removes the exponential, and `e2` separates real from imaginary part. The `linear_combination` calls carry the multipliers $2\sqrt n$ and $-1/\sqrt n$ in one direction and their inverses in the other. `two_mode_iff` applies this to both modes, with `hs` and `hc` for the parity of sine and cosine, and uses uniqueness of derivatives to identify `d₁`, `d₂` with the polar expressions. It is an equivalence between the complex system and the four real equations.

In `josephson`, `key` is the square-root identity, and `d - b` in the last line is the subtraction of the phase equations. `voltage_phase_balanced` substitutes $n_1=n_2$. `energy_conserved` differentiates $E$ term by term, with `hS` supplying $S'$, and `ring` performs the cancellation. `josephson_witness` verifies the $\sin^2,\cos^2$ solution through the reverse direction of `two_mode_iff`.

## Pointwise in time, linear, and away from empty modes

All statements about solutions concern one instant. A time-dependent voltage is handled by taking `V` as its value at `t`, but `energy_conserved` differentiates $E$ with that number frozen, and it gives a zero derivative at `t` without stating constancy over an interval. Existence and uniqueness of solutions are not addressed beyond the one explicit example, and neither are discretisation error or rounding.

The equivalence holds for four real equations. The three relations in `josephson` follow from the complex system but leave the common phase $\theta_1+\theta_2$ undetermined, so a code that needs the amplitudes themselves back also has to integrate one further phase variable, for example $\theta_1$ or $\theta_1+\theta_2$. What is missing is only a global phase: $n_1$, $n_2$ and $\varphi$ already fix the pair of amplitudes at each instant up to a common factor $e^{i\alpha}$ with real $\alpha$, which may depend on time.

Differentiability of the phases is assumed. A phase reduced to $(-\pi,\pi]$ fails this hypothesis at the moments when it jumps by $2\pi$, and should be unwrapped before differencing. Instants with $n_j=0$ are excluded; the polar equations divide by $\sqrt{n_j}$, while the amplitude equations stay regular there.

The model has no charging or interaction energy, no dissipation and no external circuit, and $K$ is not derived from a microscopic Hamiltonian. The familiar Josephson relations, a current with fixed amplitude times $\sin\varphi$ and $\varphi'=qV/\hbar$ at all times, are recovered from the relations of this model by treating the densities as held equal and constant by a source. In this closed system the prefactor $2K\sqrt{n_1n_2}/\hbar$ moves with the densities, and $\varphi'=qV/\hbar$ is proved for instants with $n_1=n_2$. The comments on numerical practice in this note are advice drawn from the equations and are not among the theorems of the file.
